# A bound on the exact-energy error of a self-consistent cell for a convex energy curve and a stretch-dependent basis error

A cell is described by one positive real number, and its energy at `a`, computed with a basis set up at the cell `b`, is modelled as the exact energy E(a) plus a basis error h(a/b). The cell b is self-consistent if it minimises this energy over all positive a, with the basis held fixed at b. The lemma `energy_error_le` says that if b is self-consistent, E is convex and differentiable on the positive cells, and h has derivative s at 1, then E(b) − E(a) ≤ s(a/b − 1) for every a > 0. The proof combines the force balance bE′(b) = −s with the fact that E lies on or above its tangent at b, and uses an algebraic identity, `he`, to rewrite the tangent term as the stated bound.

Lean 4 with Mathlib refuses this proof:

```lean
import Mathlib

open Set Filter Topology

namespace EnergyErrorLe

noncomputable section

/-- Energy of the cell `a` computed with the basis set up at the reference cell `b ≠ 0`:
the exact energy `E a` plus a basis error `h` that depends on the stretch `a / b`. -/
def fixedBasisEnergy (E h : ℝ → ℝ) (b a : ℝ) : ℝ := E a + h (a / b)

/-- A cell `b > 0` is self-consistent if it minimizes, over all positive cells, the energy
computed with the basis set up at `b` itself. -/
def IsSelfConsistentCell (E h : ℝ → ℝ) (b : ℝ) : Prop :=
  0 < b ∧ IsMinOn (fixedBasisEnergy E h b) (Ioi 0) b

/-- Force balance: if `E` is differentiable on the positive cells and the basis error `h` has slope
`s` at stretch `1`, then a self-consistent cell `b` satisfies `b E'(b) = -s`. -/
theorem force_balance {E h : ℝ → ℝ} {b s : ℝ} (hE : DifferentiableOn ℝ E (Ioi 0))
    (hh : HasDerivAt h s 1) (hb : IsSelfConsistentCell E h b) :
    b * deriv E b = -s := by
  obtain ⟨hpos, hmin⟩ := hb
  have hE' : HasDerivAt E (deriv E b) b :=
    (hE.differentiableAt (Ioi_mem_nhds hpos)).hasDerivAt
  have h1 : HasDerivAt (fun a : ℝ => a / b) (1 / b) b := (hasDerivAt_id' b).div_const b
  have h2 : HasDerivAt h s (b / b) := by
    rw [div_self hpos.ne']
    exact hh
  have h3 : HasDerivAt (h ∘ fun a : ℝ => a / b) (s * (1 / b)) b := by
    refine HasDerivAt.comp b ?_ h1
    exact h2
  -- the fixed-basis energy is stationary at its interior minimum
  have hloc : IsLocalMin (E + h ∘ fun a : ℝ => a / b) b :=
    hmin.isLocalMin (Ioi_mem_nhds hpos)
  have h0 : deriv E b + s * (1 / b) = 0 := hloc.hasDerivAt_eq_zero (hE'.add h3)
  have h4 : b * (s * (1 / b)) = s := by
    field_simp
  linear_combination b * h0 - h4

/-- On the positive cells, a convex differentiable energy curve lies on or above each of its
tangents. -/
theorem tangent_le {E : ℝ → ℝ} {a b : ℝ} (hconv : ConvexOn ℝ (Ioi 0) E)
    (hE : DifferentiableOn ℝ E (Ioi 0)) (ha : 0 < a) (hb : 0 < b) :
    E b + deriv E b * (a - b) ≤ E a := by
  have hE' : HasDerivAt E (deriv E b) b :=
    (hE.differentiableAt (Ioi_mem_nhds hb)).hasDerivAt
  rcases lt_trichotomy a b with hab | hab | hab
  · have hs := hconv.slope_le_of_hasDerivAt (mem_Ioi.2 ha) (mem_Ioi.2 hb) hab hE'
    rw [slope_def_field, div_le_iff₀ (sub_pos.2 hab)] at hs
    linarith
  · subst hab
    simp
  · have hs := hconv.le_slope_of_hasDerivAt (mem_Ioi.2 hb) (mem_Ioi.2 ha) hab hE'
    rw [slope_def_field, le_div_iff₀ (sub_pos.2 hab)] at hs
    linarith

/-- For a convex differentiable energy, the exact energy of a self-consistent cell `b` exceeds that
of any cell `a > 0` by at most `s (a / b - 1)`, with `s` the slope of the basis error at stretch
`1`. -/
theorem energy_error_le {E h : ℝ → ℝ} {a b s : ℝ} (hconv : ConvexOn ℝ (Ioi 0) E)
    (hE : DifferentiableOn ℝ E (Ioi 0)) (hh : HasDerivAt h s 1)
    (hb : IsSelfConsistentCell E h b) (ha : 0 < a) :
    E b - E a ≤ s * (a / b - 1) := by
  have hbal := force_balance hE hh hb
  have ht := tangent_le hconv hE ha hb.1
  have hne : b ≠ 0 := hb.1.ne'
  have hs : s = -(b * deriv E b) := by linarith
  have he : s * (a / b - 1) = -(deriv E b * (a - b)) := by
    rw [hs]
    field_simp
    ring
  linarith

end

end EnergyErrorLe
```

The error:

```
Main.lean:72:4: error: No goals to be solved
```

The mended proof, as a diff:

```diff
@@ -70,5 +70,4 @@
     rw [hs]
     field_simp
-    ring
   linarith
 
```

What went wrong. The error "No goals to be solved" is reported at the `ring` that ends the proof of `he`. It means that the goal had already been proved when Lean reached that tactic.

After `rw [hs]`, the goal is `-(b * deriv E b) * (a / b - 1) = -(deriv E b * (a - b))`. The two sides are equal because b is nonzero, a fact the context holds as `hne`: multiplying `a / b - 1` by `b` gives `a - b`. The attempt expected `field_simp` to clear the division and leave a polynomial identity for `ring` to finish. Here `field_simp` proves the whole equation by itself, so `ring` has nothing to act on and fails.

The repair deletes `ring`. The proof of `he` then ends with `field_simp`, and the final `linarith` uses `he` as before.
